# The Troullier–Martins norm condition: two solutions above the minimum, one at it, none below

In the Troullier–Martins scheme, the reduced radial pseudo-wavefunction (r times the radial part) inside the core radius R > 0 is r^(l+1) exp p(r), with angular momentum l and

p(r) = Σₖ cₖ r^(2k), k = 0,…,6.

Thus c₁ multiplies r² and c₂ multiplies r⁴.

In Lean 4 with Mathlib:

```lean
import Mathlib

open Set

namespace TroullierMartinsNorm

noncomputable section

/-- The even polynomial `p(r) = ∑ c_k r^(2k)`, `k = 0, …, 6`; thus `c 1` is the coefficient
of `r^2` and `c 2` that of `r^4`. -/
def logPoly (c : Fin 7 → ℝ) (r : ℝ) : ℝ := ∑ k : Fin 7, c k * r ^ (2 * (k : ℕ))
```

`IsTM` prescribes p⁽ʲ⁾(R) = bⱼ for j ≤ 4, and c₁² + (2l+5)c₂ = 0, which gives the screened pseudopotential zero curvature at the origin. The bⱼ are arbitrary reals here; in practice all-electron data supply them.

```lean
/-- The Troullier-Martins conditions other than the norm: derivatives of orders 0 to 4 at `R`
equal to `b 0, …, b 4`, and the zero-curvature condition. -/
def IsTM (l : ℕ) (R : ℝ) (b : ℕ → ℝ) (c : Fin 7 → ℝ) : Prop :=
  (∀ j < 5, iteratedDeriv j (logPoly c) R = b j) ∧ c 1 ^ 2 + (2 * l + 5) * c 2 = 0
```

`coreNorm` is the integrated squared wavefunction inside R; `normSolutions` collects the admissible polynomials with norm N.

```lean
/-- The norm inside the core radius `R` of the radial function `r^(l+1) exp(p(r))`. -/
def coreNorm (l : ℕ) (R : ℝ) (c : Fin 7 → ℝ) : ℝ :=
  ∫ r in (0 : ℝ)..R, r ^ (2 * l + 2) * Real.exp (2 * logPoly c r)

/-- The polynomials that meet the Troullier-Martins conditions and have core norm `N`. -/
def normSolutions (l : ℕ) (R : ℝ) (b : ℕ → ℝ) (N : ℝ) : Set (Fin 7 → ℝ) :=
  {c | IsTM l R b c ∧ coreNorm l R c = N}
```

Termwise differentiation gives

Rʲp⁽ʲ⁾(R) = Σₖ 2k(2k−1)⋯(2k−j+1) cₖR^(2k).

```lean
/-- The derivatives of orders 0 to 4 at `R`, scaled by powers of `R`, as linear forms in the
scaled coefficients. -/
theorem scaled_derivatives (c : Fin 7 → ℝ) (R : ℝ) :
    iteratedDeriv 0 (logPoly c) R * R ^ 0 = c 0 + c 1 * R ^ 2 + c 2 * R ^ 4 + c 3 * R ^ 6
      + c 4 * R ^ 8 + c 5 * R ^ 10 + c 6 * R ^ 12 ∧
    iteratedDeriv 1 (logPoly c) R * R ^ 1 = 2 * (c 1 * R ^ 2) + 4 * (c 2 * R ^ 4)
      + 6 * (c 3 * R ^ 6) + 8 * (c 4 * R ^ 8) + 10 * (c 5 * R ^ 10) + 12 * (c 6 * R ^ 12) ∧
    iteratedDeriv 2 (logPoly c) R * R ^ 2 = 2 * (c 1 * R ^ 2) + 12 * (c 2 * R ^ 4)
      + 30 * (c 3 * R ^ 6) + 56 * (c 4 * R ^ 8) + 90 * (c 5 * R ^ 10) + 132 * (c 6 * R ^ 12) ∧
    iteratedDeriv 3 (logPoly c) R * R ^ 3 = 24 * (c 2 * R ^ 4) + 120 * (c 3 * R ^ 6)
      + 336 * (c 4 * R ^ 8) + 720 * (c 5 * R ^ 10) + 1320 * (c 6 * R ^ 12) ∧
    iteratedDeriv 4 (logPoly c) R * R ^ 4 = 24 * (c 2 * R ^ 4) + 360 * (c 3 * R ^ 6)
      + 1680 * (c 4 * R ^ 8) + 5040 * (c 5 * R ^ 10) + 11880 * (c 6 * R ^ 12) := by
  have key : ∀ j, iteratedDeriv j (logPoly c) R * R ^ j =
      ∑ k : Fin 7, ((2 * (k : ℕ)).descFactorial j : ℝ) * (c k * R ^ (2 * (k : ℕ))) := by
    intro j
    have h : iteratedDeriv j (logPoly c) = fun r => ∑ k : Fin 7,
        c k * (((2 * (k : ℕ)).descFactorial j : ℝ) * r ^ (2 * (k : ℕ) - j)) := by
      induction j with
      | zero => funext r; simp [logPoly]
      | succ j ih =>
        rw [iteratedDeriv_succ, ih]
        funext r
        have hd : HasDerivAt (fun r : ℝ => ∑ k : Fin 7,
            c k * (((2 * (k : ℕ)).descFactorial j : ℝ) * r ^ (2 * (k : ℕ) - j)))
            (∑ k : Fin 7, c k * (((2 * (k : ℕ)).descFactorial j : ℝ) *
              (((2 * (k : ℕ) - j : ℕ) : ℝ) * r ^ (2 * (k : ℕ) - j - 1)))) r :=
          HasDerivAt.fun_sum fun k _ => ((hasDerivAt_pow _ r).const_mul _).const_mul _
        rw [hd.deriv]
        refine Finset.sum_congr rfl fun k _ => ?_
        rw [Nat.descFactorial_succ, Nat.sub_sub, Nat.cast_mul]
        ring
    simp only [h, Finset.sum_mul]
    refine Finset.sum_congr rfl fun k _ => ?_
    by_cases hj : j ≤ 2 * (k : ℕ)
    · have hp : R ^ (2 * (k : ℕ)) = R ^ (2 * (k : ℕ) - j) * R ^ j := by
        rw [← pow_add, Nat.sub_add_cancel hj]
      rw [hp]
      ring
    · rw [Nat.descFactorial_of_lt (by omega)]
      simp
  refine ⟨(key 0).trans ?_, (key 1).trans ?_, (key 2).trans ?_, (key 3).trans ?_,
    (key 4).trans ?_⟩ <;> simp [Fin.sum_univ_seven, Nat.descFactorial] <;> ring
```

Let x = (r/R)². Two admissible polynomials c, d differ by a polynomial of degree at most 6 in x with a fivefold zero at x = 1, hence by (1−x)⁵(A+Bx). With v = (c₁−d₁)R² and w = (c₂−d₂)R⁴, the x and x² terms give

B−5A = v, 10A−5B = w,
A = −v/3−w/15, B = −2v/3−w/3.

`linarith` extracts the resulting coefficients from the linear forms.

```lean
/-- For two polynomials that meet the same Troullier-Martins conditions, the differences of the
other coefficients, scaled by powers of `R`, are linear in the scaled differences of the `r^2` and
`r^4` coefficients. -/
theorem coeff_gap {l : ℕ} {R : ℝ} {b : ℕ → ℝ} {c d : Fin 7 → ℝ}
    (h : IsTM l R b c) (h' : IsTM l R b d) :
    c 0 - d 0 = -((c 1 - d 1) * R ^ 2) / 3 - (c 2 - d 2) * R ^ 4 / 15 ∧
    (c 3 - d 3) * R ^ 6 = -10 / 3 * ((c 1 - d 1) * R ^ 2) - 8 / 3 * ((c 2 - d 2) * R ^ 4) ∧
    (c 4 - d 4) * R ^ 8 = 5 * ((c 1 - d 1) * R ^ 2) + 3 * ((c 2 - d 2) * R ^ 4) ∧
    (c 5 - d 5) * R ^ 10 = -3 * ((c 1 - d 1) * R ^ 2) - 8 / 5 * ((c 2 - d 2) * R ^ 4) ∧
    (c 6 - d 6) * R ^ 12 = 2 / 3 * ((c 1 - d 1) * R ^ 2) + 1 / 3 * ((c 2 - d 2) * R ^ 4) := by
  obtain ⟨p0, p1, p2, p3, p4⟩ := scaled_derivatives c R
  obtain ⟨q0, q1, q2, q3, q4⟩ := scaled_derivatives d R
  rw [h.1 _ (by norm_num)] at p0 p1 p2 p3 p4
  rw [h'.1 _ (by norm_num)] at q0 q1 q2 q3 q4
  refine ⟨?_, ?_, ?_, ?_, ?_⟩ <;> linarith
```

Choosing c₁ = s fixes c₂ = −s²/(2l+5). Powers of x−1 up to the fourth match the derivatives successively; adding (1−x)⁵(A+Bx) adjusts c₁ and c₂ without disturbing them. Uniqueness follows from v = w = 0. In the theorem's name, `c2` is numbered by the power of r: it means the coefficient of r², which is c₁ here.

```lean
/-- For `R > 0` the polynomials that meet the Troullier-Martins conditions are parametrized by
their `r^2` coefficient: each real value `s` belongs to exactly one. -/
theorem existsUnique_of_c2 (l : ℕ) {R : ℝ} (hR : 0 < R) (b : ℕ → ℝ) (s : ℝ) :
    ∃! c, IsTM l R b c ∧ c 1 = s := by
  have hw : (2 * (l : ℝ) + 5) ≠ 0 := by positivity
  have hn : ∀ n : ℕ, R ^ n ≠ 0 := fun n => pow_ne_zero n hR.ne'
  have hex : ∃ c, IsTM l R b c ∧ c 1 = s := by
    -- expand in powers of `(r/R)^2 - 1`, then correct the `r^2` and `r^4` coefficients
    obtain ⟨a2, h2⟩ : ∃ a, 8 * a + b 1 * R ^ 1 = b 2 * R ^ 2 :=
      ⟨(b 2 * R ^ 2 - b 1 * R ^ 1) / 8, by ring⟩
    obtain ⟨a3, h3⟩ : ∃ a, 24 * a2 + 48 * a = b 3 * R ^ 3 :=
      ⟨(b 3 * R ^ 3 - 24 * a2) / 48, by ring⟩
    obtain ⟨a4, h4⟩ : ∃ a, 24 * a2 + 288 * a3 + 384 * a = b 4 * R ^ 4 :=
      ⟨(b 4 * R ^ 4 - 24 * a2 - 288 * a3) / 384, by ring⟩
    obtain ⟨t, ht⟩ : ∃ t, s ^ 2 + (2 * (l : ℝ) + 5) * t = 0 :=
      ⟨-s ^ 2 / (2 * l + 5), by rw [mul_div_cancel₀ _ hw]; ring⟩
    obtain ⟨v, hv⟩ : ∃ v, v = s * R ^ 2 - (b 1 * R ^ 1 / 2 - 2 * a2 + 3 * a3 - 4 * a4) :=
      ⟨_, rfl⟩
    obtain ⟨w, hw'⟩ : ∃ w, w = t * R ^ 4 - (a2 - 3 * a3 + 6 * a4) := ⟨_, rfl⟩
    obtain ⟨c, c0, c1, c2, c3, c4, c5, c6⟩ : ∃ c : Fin 7 → ℝ,
        c 0 = b 0 - b 1 * R ^ 1 / 2 + a2 - a3 + a4 - v / 3 - w / 15 ∧ c 1 = s ∧ c 2 = t ∧
        c 3 = (a3 - 4 * a4 - 10 / 3 * v - 8 / 3 * w) / R ^ 6 ∧
        c 4 = (a4 + 5 * v + 3 * w) / R ^ 8 ∧ c 5 = (-3 * v - 8 / 5 * w) / R ^ 10 ∧
        c 6 = (2 / 3 * v + 1 / 3 * w) / R ^ 12 :=
      ⟨![_, _, _, _, _, _, _], rfl, rfl, rfl, rfl, rfl, rfl, rfl⟩
    rw [eq_div_iff (hn _)] at c3 c4 c5 c6
    obtain ⟨p0, p1, p2, p3, p4⟩ := scaled_derivatives c R
    rw [c1, c2, c3, c4, c5, c6] at p0 p1 p2
    rw [c2, c3, c4, c5, c6] at p3 p4
    refine ⟨c, ⟨fun j hj => mul_right_cancel₀ (hn j) ?_, by rw [c1, c2]; exact ht⟩, c1⟩
    interval_cases j
    · rw [p0]; linarith
    · rw [p1]; linarith
    · rw [p2]; linarith
    · rw [p3]; linarith
    · rw [p4]; linarith
  obtain ⟨c, hc, h1⟩ := hex
  refine ⟨c, ⟨hc, h1⟩, fun d hd => ?_⟩
  obtain ⟨g0, g3, g4, g5, g6⟩ := coeff_gap hd.1 hc
  have e1 : d 1 = c 1 := hd.2.trans h1.symm
  have e2 : d 2 = c 2 := by
    have k := hd.1.2
    rw [e1] at k
    exact mul_left_cancel₀ hw (by linarith [hc.2])
  have z : ∀ (x y : ℝ) (n : ℕ), (x - y) * R ^ n = 0 → x = y := fun x y n h =>
    sub_eq_zero.1 ((mul_eq_zero.1 h).resolve_right (hn n))
  rw [e1, e2] at g0 g3 g4 g5 g6
  have e0 : d 0 = c 0 := by linarith
  have e3 : d 3 = c 3 := z _ _ 6 (by rw [g3]; ring)
  have e4 : d 4 = c 4 := z _ _ 8 (by rw [g4]; ring)
  have e5 : d 5 = c 5 := z _ _ 10 (by rw [g5]; ring)
  have e6 : d 6 = c 6 := z _ _ 12 (by rw [g6]; ring)
  funext k
  fin_cases k
  exacts [e0, e1, e2, e3, e4, e5, e6]
```

Call this polynomial p_s. Substituting w = −R⁴(s²−t²)/(2l+5) gives

p_s−p_t = (1−x)⁵ · R²(s−t)/(15(2l+5)) · [R²(1+5x)(s+t) − 5(2l+5)(1+2x)].

```lean
/-- For `R > 0`, the difference of two polynomials that meet the same Troullier-Martins
conditions, in terms of `x = (r/R)^2` and their `r^2` coefficients. -/
theorem logPoly_sub {l : ℕ} {R : ℝ} (hR : 0 < R) {b : ℕ → ℝ} {c d : Fin 7 → ℝ}
    (h : IsTM l R b c) (h' : IsTM l R b d) (r : ℝ) :
    logPoly c r - logPoly d r =
      (1 - (r / R) ^ 2) ^ 5 * (R ^ 2 * (c 1 - d 1) / (15 * (2 * l + 5))) *
      (R ^ 2 * (1 + 5 * (r / R) ^ 2) * (c 1 + d 1)
        - 5 * (2 * l + 5) * (1 + 2 * (r / R) ^ 2)) := by
  have hw : (2 * (l : ℝ) + 5) ≠ 0 := by positivity
  obtain ⟨y, rfl⟩ : ∃ y, r = R * y := ⟨r / R, by field_simp⟩
  rw [mul_div_cancel_left₀ y hR.ne']
  obtain ⟨g0, g3, g4, g5, g6⟩ := coeff_gap h h'
  have k2 : c 2 - d 2 = -(c 1 ^ 2 - d 1 ^ 2) / (2 * l + 5) := by
    rw [eq_div_iff hw]
    linarith [h.2, h'.2]
  have key : logPoly c (R * y) - logPoly d (R * y) = (c 0 - d 0) + (c 1 - d 1) * R ^ 2 * y ^ 2
      + (c 2 - d 2) * R ^ 4 * y ^ 4 + (c 3 - d 3) * R ^ 6 * y ^ 6 + (c 4 - d 4) * R ^ 8 * y ^ 8
      + (c 5 - d 5) * R ^ 10 * y ^ 10 + (c 6 - d 6) * R ^ 12 * y ^ 12 := by
    have e : ∀ (a : Fin 7 → ℝ) (q : ℝ), logPoly a q = a 0 + a 1 * q ^ 2 + a 2 * q ^ 4
        + a 3 * q ^ 6 + a 4 * q ^ 8 + a 5 * q ^ 10 + a 6 * q ^ 12 := fun a q => by
      simp [logPoly, Fin.sum_univ_seven]
    rw [e, e]
    ring
  rw [key, g0, g3, g4, g5, g6, k2]
  field_simp
  ring
```

Strict pointwise inequalities survive integration.

```lean
/-- If one continuous function lies below another at all radii between `0` and `R > 0`, its
integral is strictly smaller. -/
theorem integral_lt {R : ℝ} (hR : 0 < R) {F G : ℝ → ℝ} (hF : Continuous F) (hG : Continuous G)
    (h : ∀ r ∈ Ioo 0 R, F r < G r) : ∫ r in (0 : ℝ)..R, F r < ∫ r in (0 : ℝ)..R, G r := by
  have k := intervalIntegral.intervalIntegral_pos_of_pos_on (f := fun r => G r - F r)
    ((hG.sub hF).intervalIntegrable 0 R) (fun r hr => sub_pos.2 (h r hr)) hR
  rw [intervalIntegral.integral_sub (hG.intervalIntegrable _ _) (hF.intervalIntegrable _ _)] at k
  linarith
```

For 0 < x < 1, (1+2x)/(1+5x) lies strictly between 1/2 and 1. The square bracket is therefore negative when s, t ≤ 5(2l+5)/(4R²), and positive when s, t ≥ 5(2l+5)/(2R²).

```lean
/-- For `R > 0`, among polynomials that meet the same Troullier-Martins conditions, the core norm
strictly decreases with the `r^2` coefficient up to `5(2l+5)/(4R^2)` and strictly increases from
`5(2l+5)/(2R^2)` on, for any matching data. -/
theorem coreNorm_monotone_outside {l : ℕ} {R : ℝ} (hR : 0 < R) {b : ℕ → ℝ} {c d : Fin 7 → ℝ}
    (h : IsTM l R b c) (h' : IsTM l R b d) (hcd : c 1 < d 1) :
    (4 * R ^ 2 * d 1 ≤ 5 * (2 * l + 5) → coreNorm l R d < coreNorm l R c) ∧
    (5 * (2 * l + 5) ≤ 2 * R ^ 2 * c 1 → coreNorm l R c < coreNorm l R d) := by
  have hw : 0 < 2 * (l : ℝ) + 5 := by positivity
  have hc : ∀ c, Continuous fun r : ℝ => r ^ (2 * l + 2) * Real.exp (2 * logPoly c r) :=
    fun c => by unfold logPoly; fun_prop
  have hm := mul_pos (pow_pos hR 2) (sub_pos.2 hcd)
  constructor <;> intro hb <;> refine integral_lt hR (hc _) (hc _) fun r hr =>
    mul_lt_mul_of_pos_left (Real.exp_lt_exp.2 ?_) (pow_pos hr.1 _)
  all_goals
    have hx0 : 0 < (r / R) ^ 2 := pow_pos (div_pos hr.1 hR) 2
    have hx1 : (r / R) ^ 2 < 1 :=
      pow_lt_one₀ (div_pos hr.1 hR).le ((div_lt_one hR).2 hr.2) two_ne_zero
    have e := logPoly_sub hR h' h r
    generalize (r / R) ^ 2 = x at hx0 hx1 e
    have hA : 0 < (1 - x) ^ 5 * (R ^ 2 * (d 1 - c 1) / (15 * (2 * l + 5))) :=
      mul_pos (pow_pos (sub_pos.2 hx1) 5) (div_pos hm (by positivity))
    have hx5 : 0 < 1 + 5 * x := by linarith
  · have k : 0 < 5 * (2 * (l : ℝ) + 5) / 2 - R ^ 2 * (d 1 + c 1) := by linarith
    have hB : R ^ 2 * (1 + 5 * x) * (d 1 + c 1) - 5 * (2 * l + 5) * (1 + 2 * x) < 0 := by
      linarith [mul_pos hx5 k, mul_pos hw (sub_pos.2 hx1)]
    linarith [mul_neg_of_pos_of_neg hA hB]
  · have k : 0 < R ^ 2 * (d 1 + c 1) - 5 * (2 * (l : ℝ) + 5) := by linarith
    have hB : 0 < R ^ 2 * (1 + 5 * x) * (d 1 + c 1) - 5 * (2 * l + 5) * (1 + 2 * x) := by
      linarith [mul_pos hx5 k, mul_pos hw hx0]
    linarith [mul_pos hA hB]
```

For 0 < a < 1 and u = as+(1−a)t, the linear terms cancel:

a·p_s+(1−a)p_t−p_u = (1−x)⁵ · R⁴(1+5x)/(15(2l+5)) · a(1−a)(s−t)².

This is positive for s ≠ t and 0 < x < 1. Since exp is increasing and convex, integration makes the norm strictly convex in s.

```lean
/-- For `R > 0` the core norm is a strictly convex function of the `r^2` coefficient `s` along
the family `C s` of polynomials that meet the Troullier-Martins conditions. -/
theorem coreNorm_strictConvex {l : ℕ} {R : ℝ} (hR : 0 < R) {b : ℕ → ℝ} {C : ℝ → Fin 7 → ℝ}
    (hC : ∀ s, IsTM l R b (C s) ∧ C s 1 = s) :
    StrictConvexOn ℝ univ (fun s => coreNorm l R (C s)) := by
  have hc : ∀ c, Continuous fun r : ℝ => r ^ (2 * l + 2) * Real.exp (2 * logPoly c r) :=
    fun c => by unfold logPoly; fun_prop
  refine ⟨convex_univ, fun s _ t _ hst a a' ha ha' haa => ?_⟩
  obtain rfl : a' = 1 - a := by linarith
  simp only [smul_eq_mul]
  have hs : Continuous fun r : ℝ =>
      a * (r ^ (2 * l + 2) * Real.exp (2 * logPoly (C s) r)) := continuous_const.mul (hc (C s))
  have ht : Continuous fun r : ℝ =>
      (1 - a) * (r ^ (2 * l + 2) * Real.exp (2 * logPoly (C t) r)) :=
    continuous_const.mul (hc (C t))
  have hsum : ∫ r in (0 : ℝ)..R, (a * (r ^ (2 * l + 2) * Real.exp (2 * logPoly (C s) r))
      + (1 - a) * (r ^ (2 * l + 2) * Real.exp (2 * logPoly (C t) r)))
      = a * coreNorm l R (C s) + (1 - a) * coreNorm l R (C t) := by
    rw [intervalIntegral.integral_add (hs.intervalIntegrable _ _) (ht.intervalIntegrable _ _),
      intervalIntegral.integral_const_mul, intervalIntegral.integral_const_mul]
    rfl
  rw [← hsum]
  refine integral_lt hR (hc _) (hs.add ht) fun r hr => ?_
  have hx0 : 0 < (r / R) ^ 2 := pow_pos (div_pos hr.1 hR) 2
  have hx1 : (r / R) ^ 2 < 1 :=
    pow_lt_one₀ (div_pos hr.1 hR).le ((div_lt_one hR).2 hr.2) two_ne_zero
  have es := logPoly_sub hR (hC s).1 (hC (a * s + (1 - a) * t)).1 r
  have et := logPoly_sub hR (hC t).1 (hC (a * s + (1 - a) * t)).1 r
  rw [(hC _).2, (hC (a * s + (1 - a) * t)).2] at es et
  generalize (r / R) ^ 2 = x at hx0 hx1 es et
  -- the exponent itself is strictly convex in the `r^2` coefficient
  have hgap : a * logPoly (C s) r + (1 - a) * logPoly (C t) r
      - logPoly (C (a * s + (1 - a) * t)) r
      = (1 - x) ^ 5 * (R ^ 4 * (1 + 5 * x) / (15 * (2 * l + 5))) * (a * (1 - a) * (s - t) ^ 2) := by
    linear_combination a * es + (1 - a) * et
  have hpos : 0 < (1 - x) ^ 5 * (R ^ 4 * (1 + 5 * x) / (15 * (2 * (l : ℝ) + 5)))
      * (a * (1 - a) * (s - t) ^ 2) :=
    mul_pos (mul_pos (pow_pos (sub_pos.2 hx1) 5) (by positivity))
      (mul_pos (mul_pos ha ha') (pow_pos (abs_pos.2 (sub_ne_zero.2 hst)) 2 |>.trans_eq (sq_abs _)))
  have h1 : Real.exp (2 * logPoly (C (a * s + (1 - a) * t)) r) <
      Real.exp (a * (2 * logPoly (C s) r) + (1 - a) * (2 * logPoly (C t) r)) :=
    Real.exp_lt_exp.2 (by linarith)
  have h2 := convexOn_exp.2 (mem_univ (2 * logPoly (C s) r)) (mem_univ (2 * logPoly (C t) r))
    ha.le ha'.le haa
  simp only [smul_eq_mul] at h2
  have h3 := mul_lt_mul_of_pos_left (h1.trans_le h2) (pow_pos hr.1 (2 * l + 2))
  refine h3.trans_eq ?_
  ring
```

For a strictly convex f with minimiser s₀, e = ±1 and K ≥ 1,

f(s₀+Ke) ≥ f(s₀)+K[f(s₀+e)−f(s₀)].

Both sides thus reach any N > f(s₀), by the intermediate value theorem. Three equal values would contradict strict convexity.

```lean
/-- A strictly convex function on the line with a strict global minimum at `s₀` takes each value
above the minimum exactly twice, once on each side of `s₀`. -/
theorem level_pair {f : ℝ → ℝ} (hf : StrictConvexOn ℝ univ f) {s₀ : ℝ}
    (hmin : ∀ s, s ≠ s₀ → f s₀ < f s) {N : ℝ} (hN : f s₀ < N) :
    ∃ a b, a < s₀ ∧ s₀ < b ∧ ∀ s, f s = N ↔ s = a ∨ s = b := by
  have hcont : Continuous f := continuousOn_univ.1 (hf.convexOn.continuousOn isOpen_univ)
  -- convexity forces at least linear growth in either direction `e`
  have key : ∀ e : ℝ, e ≠ 0 → ∃ u, 0 < u ∧ f (s₀ + u * e) = N := by
    intro e he
    have hd : 0 < f (s₀ + e) - f s₀ := sub_pos.2 (hmin _ (by simpa using he))
    obtain ⟨K, hK1, hKd⟩ : ∃ K, 1 ≤ K ∧
        K * (f (s₀ + e) - f s₀) = (f (s₀ + e) - f s₀) + (N - f s₀) :=
      ⟨1 + (N - f s₀) / (f (s₀ + e) - f s₀),
        le_add_of_nonneg_right (div_pos (sub_pos.2 hN) hd).le,
        by rw [add_mul, one_mul, div_mul_cancel₀ _ hd.ne']⟩
    have hK0 : 0 < K := by linarith
    obtain ⟨q, hq0, hq1, hq⟩ : ∃ q, 0 < q ∧ q ≤ 1 ∧ q * K = 1 :=
      ⟨K⁻¹, inv_pos.2 hK0, inv_le_one_of_one_le₀ hK1, inv_mul_cancel₀ hK0.ne'⟩
    have h := hf.convexOn.2 (mem_univ s₀) (mem_univ (s₀ + K * e)) (sub_nonneg.2 hq1) hq0.le
      (by ring)
    simp only [smul_eq_mul] at h
    have harg : (1 - q) * s₀ + q * (s₀ + K * e) = s₀ + e := by linear_combination e * hq
    rw [harg] at h
    have h2 := mul_le_mul_of_nonneg_left h hK0.le
    have h3 : K * ((1 - q) * f s₀ + q * f (s₀ + K * e)) = K * f s₀ - f s₀ + f (s₀ + K * e) := by
      linear_combination (f (s₀ + K * e) - f s₀) * hq
    have hg : Continuous fun u : ℝ => f (s₀ + u * e) := hcont.comp (by fun_prop)
    obtain ⟨u, hu, huN⟩ := intermediate_value_Icc hK0.le hg.continuousOn
      (show N ∈ Icc (f (s₀ + 0 * e)) (f (s₀ + K * e)) from
        ⟨by rw [zero_mul, add_zero]; exact hN.le, by linarith⟩)
    refine ⟨u, lt_of_le_of_ne hu.1 ?_, huN⟩
    rintro rfl
    simp only [zero_mul, add_zero] at huN
    linarith
  have three : ∀ x y z, x < y → y < z → f x = N → f y = N → f z = N → False := by
    intro x y z hxy hyz hx hy hz
    have h := hf.lt_on_openSegment (mem_univ x) (mem_univ z) (hxy.trans hyz).ne
      (show y ∈ openSegment ℝ x z by rw [openSegment_eq_Ioo (hxy.trans hyz)]; exact ⟨hxy, hyz⟩)
    rw [hx, hy, hz, max_self] at h
    exact lt_irrefl _ h
  obtain ⟨u, hu, hua⟩ := key (-1) (by norm_num)
  obtain ⟨v, hv, hvb⟩ := key 1 one_ne_zero
  refine ⟨s₀ + u * (-1), s₀ + v * 1, by linarith, by linarith, fun s => ⟨fun hs => ?_, ?_⟩⟩
  · by_contra hne
    rw [not_or] at hne
    rcases lt_or_gt_of_ne hne.1 with h1 | h1
    · exact three _ _ _ h1 (by linarith) hs hua hvb
    · rcases lt_or_gt_of_ne hne.2 with h2 | h2
      · exact three _ _ _ h1 h2 hua hs hvb
      · exact three _ _ _ (by linarith) h2 hua hvb hs
  · rintro (rfl | rfl)
    exacts [hua, hvb]
```

Continuity gives a minimum on the closed interval between the two bounds; monotonicity outside makes it global, and strict convexity makes it unique. For l = 0, the minimising polynomial has c₁ between 25/(4R²) and 25/(2R²). In the theorem below, c₀ names this whole polynomial, not its constant coefficient.

For matching data and a target norm chosen independently, a norm-matching solver can therefore meet two roots, or none. In pseudopotential generation both come from the same all-electron wavefunction; which of the cases then occur is not settled here.

```lean
/-- For `R > 0` and any matching data some `c₀` minimises the core norm among the polynomials that
meet the Troullier-Martins conditions, with `r^2` coefficient between `5(2l+5)/(4R^2)` and
`5(2l+5)/(2R^2)`. A target norm below the minimum has no solution, the minimum has only `c₀`, and a
target above has exactly two, one on each side. -/
theorem troullierMartins_norm_solutions (l : ℕ) {R : ℝ} (hR : 0 < R) (b : ℕ → ℝ) :
    ∃ c₀, (5 * (2 * l + 5) ≤ 4 * R ^ 2 * c₀ 1 ∧ 2 * R ^ 2 * c₀ 1 ≤ 5 * (2 * l + 5)) ∧
      (∀ N < coreNorm l R c₀, normSolutions l R b N = ∅) ∧
      normSolutions l R b (coreNorm l R c₀) = {c₀} ∧
      ∀ N > coreNorm l R c₀, ∃ c d, c 1 < c₀ 1 ∧ c₀ 1 < d 1 ∧
        normSolutions l R b N = {c, d} := by
  choose C hC using fun s => (existsUnique_of_c2 l hR b s).exists
  have hrep : ∀ c, IsTM l R b c → c = C (c 1) := fun c hc =>
    (existsUnique_of_c2 l hR b (c 1)).unique ⟨hc, rfl⟩ (hC (c 1))
  have hconv := coreNorm_strictConvex hR hC
  have hcont := hconv.convexOn.continuousOn isOpen_univ
  obtain ⟨m, hm0, hm⟩ : ∃ m : ℝ, 0 < m ∧ 4 * R ^ 2 * m = 5 * (2 * l + 5) :=
    ⟨5 * (2 * l + 5) / (4 * R ^ 2), by positivity, by field_simp⟩
  -- a minimum on the bracket `[m, 2m]` is a global one
  obtain ⟨s₀, hs₀, hmin⟩ := isCompact_Icc.exists_isMinOn
    (nonempty_Icc.2 (by linarith : m ≤ 2 * m)) (hcont.mono (subset_univ _))
  have hin : ∀ s ∈ Icc m (2 * m), coreNorm l R (C s₀) ≤ coreNorm l R (C s) :=
    fun s hs => hmin hs
  have hle : ∀ s, coreNorm l R (C s₀) ≤ coreNorm l R (C s) := by
    intro s
    rcases lt_or_ge s m with h | h
    · have k := (coreNorm_monotone_outside hR (hC s).1 (hC m).1
        (by rw [(hC s).2, (hC m).2]; exact h)).1 (by rw [(hC m).2]; exact hm.le)
      exact (hin m ⟨le_rfl, by linarith⟩).trans k.le
    · rcases le_or_gt s (2 * m) with h' | h'
      · exact hin s ⟨h, h'⟩
      · have k := (coreNorm_monotone_outside hR (hC (2 * m)).1 (hC s).1
          (by rw [(hC s).2, (hC (2 * m)).2]; exact h')).2 (by rw [(hC (2 * m)).2]; linarith)
        exact (hin (2 * m) ⟨by linarith, le_rfl⟩).trans k.le
  have hlt : ∀ s, s ≠ s₀ → coreNorm l R (C s₀) < coreNorm l R (C s) := by
    intro s hs
    have k := hconv.2 (mem_univ s) (mem_univ s₀) hs (by norm_num : (0 : ℝ) < 1 / 2)
      (by norm_num : (0 : ℝ) < 1 / 2) (by norm_num)
    simp only [smul_eq_mul] at k
    linarith [hle (1 / 2 * s + 1 / 2 * s₀)]
  have hval : ∀ c, IsTM l R b c → coreNorm l R (C (c 1)) = coreNorm l R c :=
    fun c hc => congrArg (coreNorm l R) (hrep c hc).symm
  refine ⟨C s₀, ⟨?_, ?_⟩, fun N hN => ?_, ?_, fun N hN => ?_⟩
  · rw [(hC s₀).2, ← hm]
    exact mul_le_mul_of_nonneg_left hs₀.1 (by positivity)
  · rw [(hC s₀).2]
    have k := mul_le_mul_of_nonneg_left hs₀.2 (by positivity : 0 ≤ 2 * R ^ 2)
    linarith
  · refine subset_empty_iff.1 fun c hc => ?_
    have k := hle (c 1)
    rw [hval c hc.1, hc.2] at k
    exact absurd hN (not_lt_of_ge k)
  · ext c
    constructor
    · rintro ⟨hc, hN⟩
      have h1 : c 1 = s₀ := by
        by_contra hne
        have k := hlt _ hne
        rw [hval c hc, hN] at k
        exact lt_irrefl _ k
      exact (hrep c hc).trans (congrArg C h1)
    · rintro rfl
      exact ⟨(hC s₀).1, rfl⟩
  · obtain ⟨u, v, hu, hv, huv⟩ := level_pair hconv hlt hN
    refine ⟨C u, C v, by rw [(hC u).2, (hC s₀).2]; exact hu,
      by rw [(hC v).2, (hC s₀).2]; exact hv, ?_⟩
    ext c
    constructor
    · rintro ⟨hc, hcN⟩
      rcases (huv (c 1)).1 ((hval c hc).trans hcN) with h | h
      · exact Or.inl ((hrep c hc).trans (congrArg C h))
      · exact Or.inr ((hrep c hc).trans (congrArg C h))
    · rintro (rfl | rfl)
      · exact ⟨(hC u).1, (huv u).2 (Or.inl rfl)⟩
      · exact ⟨(hC v).1, (huv v).2 (Or.inr rfl)⟩

end

end TroullierMartinsNorm
```

```lean
#print axioms TroullierMartinsNorm.troullierMartins_norm_solutions
-- 'TroullierMartinsNorm.troullierMartins_norm_solutions' depends on axioms: [propext, Classical.choice, Quot.sound]
```
